# Exchanging two particles in a product state swaps their coordinates and leaves the spectators' amplitude unchanged

Take a product state of `N` particles, each with `d` possible positions, in which particle `k` has its own complex orbital `u k`; the orbitals are arbitrary, and need be neither normalised nor orthogonal. The theorem `exchange_split` says that, for distinct particles `i` and `j`, the exchanged state has at the configuration `x` the amplitude `u i (x j) * u j (x i)` times the product of `u k (x k)` over all other particles `k`. The proof first shows, factor by factor, that the exchange does not alter this last product, the spectators' amplitude. It then splits the full product into the factors of `i`, `j` and the spectators, and evaluates the swap at `i` and `j`.

In Lean, a first try:

```lean
import Mathlib

open Finset

namespace ProductStateExchange

noncomputable section

variable {d N : ℕ}

/-- The `N`-particle product state in which particle `k` occupies the orbital `u k`. -/
def productState (u : Fin N → Fin d → ℂ) : (Fin N → Fin d) → ℂ :=
  fun x => ∏ k, u k (x k)

/-- The operator that exchanges particles `i` and `j` in an `N`-particle state. -/
def exchange (i j : Fin N) (Ψ : (Fin N → Fin d) → ℂ) : (Fin N → Fin d) → ℂ :=
  fun x => Ψ (fun k => x (Equiv.swap i j k))

/-- The amplitude contributed by all particles other than `i` and `j`. -/
def spectators (u : Fin N → Fin d → ℂ) (i j : Fin N) (x : Fin N → Fin d) : ℂ :=
  ∏ k ∈ (univ.erase i).erase j, u k (x k)

/-- The amplitude of a product state factorises into those of two distinct particles `i` and `j` and
that of the spectators. -/
theorem productState_split (u : Fin N → Fin d → ℂ) {i j : Fin N} (hij : i ≠ j)
    (x : Fin N → Fin d) :
    productState u x = u i (x i) * u j (x j) * spectators u i j x := by
  have h1 : u i (x i) * ∏ k ∈ univ.erase i, u k (x k) = ∏ k, u k (x k) :=
    Finset.mul_prod_erase _ (fun k => u k (x k)) (mem_univ i)
  have h2 : u j (x j) * ∏ k ∈ (univ.erase i).erase j, u k (x k)
      = ∏ k ∈ univ.erase i, u k (x k) :=
    Finset.mul_prod_erase _ (fun k => u k (x k)) (mem_erase.mpr ⟨hij.symm, mem_univ j⟩)
  unfold productState spectators
  rw [← h1, ← h2, mul_assoc]

/-- Exchanging two distinct particles `i` and `j` in a product state swaps their positions and
leaves the spectator amplitude unchanged. -/
theorem exchange_split (u : Fin N → Fin d → ℂ) {i j : Fin N} (hij : i ≠ j)
    (x : Fin N → Fin d) :
    exchange i j (productState u) x = u i (x j) * u j (x i) * spectators u i j x := by
  have hs : spectators u i j (fun k => x (Equiv.swap i j k)) = spectators u i j x := by
    unfold spectators
    refine Finset.prod_congr rfl fun k hk => ?_
    have hkj : k ≠ j := (mem_erase.mp hk).1
    have hki : k ≠ i := (mem_erase.mp (mem_erase.mp hk).2).1
    rw [Equiv.swap_apply_of_ne_of_ne hki hkj]
  unfold exchange
  rw [productState_split u hij, hs]
  simp only [Equiv.swap_apply_left, Equiv.swap_apply_right]

end

end ProductStateExchange
```

Messages:

```
Main.lean:46:8: error: Tactic `rewrite` failed: Did not find an occurrence of the pattern
  (Equiv.swap i j) k
in the target expression
  u k ((fun k => x ((Equiv.swap i j) k)) k) = u k (x k)

d N : ℕ
u : Fin N → Fin d → ℂ
i j : Fin N
hij : i ≠ j
x : Fin N → Fin d
k : Fin N
hk : k ∈ (univ.erase i).erase j
hkj : k ≠ j
hki : k ≠ i
⊢ u k ((fun k => x ((Equiv.swap i j) k)) k) = u k (x k)
```

Diagnosis. The error arises in the spectator step, where `rw` is to replace `Equiv.swap i j k` by `k`, given that `k` is neither `i` nor `j`. Lean reports that this pattern does not occur in the goal. The left side there is `u k ((fun k => x ((Equiv.swap i j) k)) k)`, a function still waiting to be applied to its argument. The `k` inside the `fun` is a bound variable, not the particle `k` fixed in the proof, so the swap written there does not match the pattern. The swap of the fixed `k` would appear only once the function was applied, and `rw` does not do this before it searches.

The added `change` line restates the goal as `u k (x (Equiv.swap i j k)) = u k (x k)`. Lean accepts this because the two forms are equal by definition: the function has merely been applied to its argument. The pattern now stands in the goal, and the unchanged `rw` turns the left side into `u k (x k)` and closes the goal by reflexivity.

This version goes through:

```diff
@@ -44,4 +44,5 @@
     have hkj : k ≠ j := (mem_erase.mp hk).1
     have hki : k ≠ i := (mem_erase.mp (mem_erase.mp hk).2).1
+    change u k (x (Equiv.swap i j k)) = u k (x k)
     rw [Equiv.swap_apply_of_ne_of_ne hki hkj]
   unfold exchange
```
